# The allocation of trials to interfaces that minimises the leading-order variance at fixed cost

After a pilot run of forward flux sampling, one has for each interface a rough crossing probability and an average cost per trial trajectory, and must decide how many trials to start from each interface in the production run. If the trials are independent and the variance of the estimated overall crossing probability is taken to leading order, the best number of trials, at fixed total cost, for an interface with crossing probability $p$ and cost per trial $c$ is proportional to $\sqrt{(1-p)/(cp)}$. The Lean code below proves this, and then asks which crossing probabilities are best when their product is fixed.

## Variance and cost of a set of interfaces

```lean
import Mathlib

open Finset

namespace InterfaceSampling

noncomputable section

variable {ι : Type*} [Fintype ι]
```

The type `ι` is the finite set of interface labels. A quantity that has one value per interface is a function `ι → ℝ`, so `p i` is what one would write as $p_i$.

```lean
/-- Leading-order relative variance of the product estimator for independent trials, with crossing
probabilities `p i` and trial numbers `M i`, all nonzero. -/
def relVar (p M : ι → ℝ) : ℝ := ∑ i, (1 - p i) / (p i * M i)
```

In ordinary notation this is
$$V=\sum_i \frac{1-p_i}{p_i M_i},$$
where $p_i$ is the probability that a trial started at interface $i$ reaches the next interface before it returns to the initial state, and $M_i$ is the number of trials at interface $i$. The relative variance of an estimate is its variance divided by the square of its mean. If a fraction $\hat p_i$ of the trials succeeds, binomial statistics give $\hat p_i$ the relative variance $(1-p_i)/(p_iM_i)$. For independent factors, the relative variance of the product $\prod_i\hat p_i$ is
$$\prod_i\Big(1+\frac{1-p_i}{p_iM_i}\Big)-1,$$
which is $V$ to first order in the small terms. The code starts from $V$ as a definition, so independence and the first-order truncation are assumptions of the model. In a real run, trials that start from related configurations are correlated.

```lean
/-- Total cost of `M i` trials at interface `i`, each at cost `c i`. -/
def cost (c M : ι → ℝ) : ℝ := ∑ i, c i * M i
```

The total cost is $\sum_i c_iM_i$, where the constant $c_i$ stands for the mean computer time of one trial from interface $i$. The $M_i$ are real numbers, so an actual run has to round them.

```lean
/-- The weight `√(c (1 - p) / p)` of an interface, for `0 < p ≤ 1` and `0 ≤ c`. -/
def weight (c p : ℝ) : ℝ := Real.sqrt (c * (1 - p) / p)
```

The weight of an interface is $w_i=\sqrt{c_i(1-p_i)/p_i}$.

```lean
/-- The trial density `√((1 - p) / (c p))` of an interface, for `0 < p ≤ 1` and `0 < c`. -/
def density (c p : ℝ) : ℝ := Real.sqrt ((1 - p) / (c * p))
```

The density is $d_i=\sqrt{(1-p_i)/(c_ip_i)}$, which will turn out to give the optimal proportions of the trials.

```lean
/-- The square of the summed weights divided by the budget `C`, for `C ≠ 0` and
probabilities in `(0, 1]`. -/
def minVar (c p : ι → ℝ) (C : ℝ) : ℝ := (∑ i, weight (c i) (p i)) ^ 2 / C
```

With $S=\sum_i w_i$ and a budget $C$, `minVar` is $S^2/C$. At this point it is only a formula; the theorems below show that it is the minimum.

```lean
/-- The cost per trial times the trial density is the weight of the interface. -/
theorem cost_mul_density {c p : ℝ} (hc : 0 < c) (hp : 0 < p) :
    c * density c p = weight c p := by
  have h : c * (1 - p) / p = c ^ 2 * ((1 - p) / (c * p)) := by
    field_simp
  rw [weight, density, h, Real.sqrt_mul (sq_nonneg c), Real.sqrt_sq hc.le]
```

The first lemma says $c_id_i=w_i$. By hand, write $c(1-p)/p=c^2\cdot(1-p)/(cp)$ and take the root, using $c>0$. Lean does the same: `field_simp` clears the denominators to confirm the identity, and `Real.sqrt_mul` and `Real.sqrt_sq` take $c$ out of the root.

## The excess variance as a sum of squares

```lean
/-- The excess of `relVar` over `minVar` is a cost-weighted sum of squares. -/
theorem excess_variance [Nonempty ι] {p c M : ι → ℝ} (hp : ∀ i, 0 < p i)
    (hp1 : ∀ i, p i ≤ 1) (hc : ∀ i, 0 < c i) (hM : ∀ i, 0 < M i) :
    relVar p M - minVar c p (cost c M) =
      ∑ i, c i * M i * (weight (c i) (p i) / (c i * M i)
        - (∑ j, weight (c j) (p j)) / cost c M) ^ 2 := by
  have hC : 0 < cost c M :=
    Finset.sum_pos (fun i _ => mul_pos (hc i) (hM i)) Finset.univ_nonempty
  -- expand one square
  have term : ∀ (t : ℝ) (i : ι), c i * M i * (weight (c i) (p i) / (c i * M i) - t) ^ 2 =
      (1 - p i) / (p i * M i) - 2 * t * weight (c i) (p i) + t ^ 2 * (c i * M i) := by
    intro t i
    have h1 := hp i
    have h2 := hc i
    have h3 := hM i
    have hw : weight (c i) (p i) ^ 2 = c i * (1 - p i) / p i :=
      Real.sq_sqrt (div_nonneg (mul_nonneg h2.le (sub_nonneg.2 (hp1 i))) h1.le)
    have e1 : (1 - p i) / (p i * M i) = weight (c i) (p i) ^ 2 / (c i * M i) := by
      rw [hw]
      field_simp
    rw [e1]
    generalize weight (c i) (p i) = w
    field_simp
    ring
  -- sum over the interfaces
  have hsum : ∀ t : ℝ, ∑ i, c i * M i * (weight (c i) (p i) / (c i * M i) - t) ^ 2 =
      relVar p M - 2 * t * (∑ i, weight (c i) (p i)) + t ^ 2 * cost c M := by
    intro t
    simp only [term, relVar, cost, Finset.sum_add_distrib, Finset.sum_sub_distrib,
      Finset.mul_sum]
  rw [hsum, minVar]
  generalize (∑ i, weight (c i) (p i)) = S
  have h : (S / cost c M) ^ 2 * cost c M = S ^ 2 / cost c M := by
    field_simp
  linear_combination (-1) * h
```

The names before the colon are hypotheses: `hp : ∀ i, 0 < p i` says that every $p_i$ is positive, and `[Nonempty ι]` that there is at least one interface. The others say that no $p_i$ exceeds 1 and that all costs and trial numbers are positive. Write $a_i=c_iM_i$ for the cost spent at interface $i$ and $C=\sum_i a_i$. The claim is
$$V-\frac{S^2}{C}=\sum_i a_i\Big(\frac{w_i}{a_i}-\frac{S}{C}\Big)^2 .$$

To check it, put $t=S/C$ and expand one term:
$$a_i\Big(\frac{w_i}{a_i}-t\Big)^2=\frac{w_i^2}{a_i}-2t\,w_i+t^2a_i .$$
Since $w_i^2=c_i(1-p_i)/p_i$, the first part is $w_i^2/a_i=(1-p_i)/(p_iM_i)$, the contribution of interface $i$ to $V$. Summing over $i$ gives
$$V-2tS+t^2C=V-\frac{2S^2}{C}+\frac{S^2}{C}=V-\frac{S^2}{C}.$$

In the proof, `term` is the expansion of one square, `hsum` is its sum over the interfaces, and the last lines insert $t=S/C$. The tactic `generalize` replaces a root or a sum by a single letter, so that `field_simp` and `ring` have only ordinary algebra to do.

## The lower bound and the allocation that reaches it

```lean
/-- At total cost `C` the leading-order relative variance is at least `(∑ √(c (1 - p) / p))² / C`,
with equality exactly when the trials are proportional to `√((1 - p) / (c p))`. -/
theorem variance_bound [Nonempty ι] {p c M : ι → ℝ} {C : ℝ} (hp : ∀ i, 0 < p i)
    (hp1 : ∀ i, p i < 1) (hc : ∀ i, 0 < c i) (hM : ∀ i, 0 < M i) (hC : cost c M = C) :
    minVar c p C ≤ relVar p M ∧
      (relVar p M = minVar c p C ↔ ∃ k > 0, ∀ i, M i = k * density (c i) (p i)) := by
  subst hC
  have hd := excess_variance hp (fun i => (hp1 i).le) hc hM
  have hcM : ∀ i, 0 < c i * M i := fun i => mul_pos (hc i) (hM i)
  have hC : 0 < cost c M := Finset.sum_pos (fun i _ => hcM i) Finset.univ_nonempty
  have hw : ∀ i, 0 < weight (c i) (p i) := fun i =>
    Real.sqrt_pos.2 (div_pos (mul_pos (hc i) (sub_pos.2 (hp1 i))) (hp i))
  have hS : 0 < ∑ i, weight (c i) (p i) :=
    Finset.sum_pos (fun i _ => hw i) Finset.univ_nonempty
  have hnn : ∀ i ∈ Finset.univ, 0 ≤ c i * M i * (weight (c i) (p i) / (c i * M i)
      - (∑ j, weight (c j) (p j)) / cost c M) ^ 2 :=
    fun i _ => mul_nonneg (hcM i).le (sq_nonneg _)
  refine ⟨by linarith [Finset.sum_nonneg hnn], fun h => ?_, ?_⟩
  · -- no excess: every square vanishes
    rw [h, sub_self] at hd
    have hz := (Finset.sum_eq_zero_iff_of_nonneg hnn).1 hd.symm
    refine ⟨cost c M / ∑ i, weight (c i) (p i), div_pos hC hS, fun i => ?_⟩
    have h0 := (mul_eq_zero.1 (hz i (Finset.mem_univ i))).resolve_left (hcM i).ne'
    have h1 := (div_eq_iff (hcM i).ne').1 (sub_eq_zero.1 (pow_eq_zero_iff two_ne_zero |>.1 h0))
    rw [← cost_mul_density (hc i) (hp i)] at h1
    generalize (∑ j, weight (c j) (p j)) = S at h1 hS ⊢
    have h2 : density (c i) (p i) = S / cost c M * M i :=
      mul_left_cancel₀ (hc i).ne' (by linear_combination h1)
    rw [h2]
    field_simp
  · -- proportional trials: every square vanishes
    rintro ⟨k, hk, h⟩
    have hi : ∀ i, c i * M i = k * weight (c i) (p i) := fun i => by
      rw [h i, ← cost_mul_density (hc i) (hp i)]
      ring
    have hcost : cost c M = k * ∑ i, weight (c i) (p i) := by
      simp only [cost, hi, Finset.mul_sum]
    have hr : ∀ x : ℝ, 0 < x → x / (k * x) = 1 / k := fun x hx => by
      field_simp
    have hz : ∑ i, c i * M i * (weight (c i) (p i) / (c i * M i)
        - (∑ j, weight (c j) (p j)) / cost c M) ^ 2 = 0 := by
      refine Finset.sum_eq_zero fun i _ => ?_
      rw [hcost, hi i, hr _ (hw i), hr _ hS]
      ring
    linarith
```

For probabilities strictly between 0 and 1, positive costs, positive trial numbers and total cost $C$, the theorem makes two statements, joined by `∧`:
$$V\ge \frac{S^2}{C},\qquad\text{and}\qquad V=\frac{S^2}{C}\iff M_i=k\,d_i\ \text{ for all } i \text{ with one common } k>0 .$$

The bound follows from the identity, because every term $a_i(\dots)^2$ is non-negative; this is `hnn`, and `linarith` draws the conclusion.

Suppose now that $V=S^2/C$. The squares then sum to zero, so each one vanishes, and since $a_i>0$,
$$\frac{w_i}{a_i}=\frac{S}{C}\quad\Rightarrow\quad c_iM_i=\frac{C}{S}\,w_i=\frac{C}{S}\,c_id_i\quad\Rightarrow\quad M_i=\frac{C}{S}\,d_i .$$
The common factor is therefore $k=C/S$, which is the value that the proof supplies.

Conversely, let $M_i=k\,d_i$. Then $a_i=k\,w_i$ (`hi`), and summing gives $C=kS$ (`hcost`). Both $w_i/a_i$ and $S/C$ equal $1/k$, so every square is zero (`hz`) and $V=S^2/C$.

The strict inequality $p_i<1$ matters for the equality condition. If every $p_i$ were 1, then $V=S^2/C=0$ for every choice of the $M_i$, but all $d_i$ would be zero and no positive $M_i$ could equal $k\,d_i$, so the equivalence would fail. If only some of the $p_i$ were 1, the equivalence would still hold, but no allocation with all $M_i>0$ would reach the bound.

```lean
/-- For any budget `C > 0`, the trials `C √((1 - p) / (c p)) / ∑ √(c (1 - p) / p)` are positive,
cost `C` in total and have leading-order relative variance `minVar`. -/
theorem optimal_allocation [Nonempty ι] {p c : ι → ℝ} {C : ℝ} (hp : ∀ i, 0 < p i)
    (hp1 : ∀ i, p i < 1) (hc : ∀ i, 0 < c i) (hC : 0 < C) (M : ι → ℝ)
    (hM : ∀ i, M i = C / (∑ j, weight (c j) (p j)) * density (c i) (p i)) :
    (∀ i, 0 < M i) ∧ cost c M = C ∧ relVar p M = minVar c p C := by
  have hS : 0 < ∑ i, weight (c i) (p i) :=
    Finset.sum_pos (fun i _ => Real.sqrt_pos.2
      (div_pos (mul_pos (hc i) (sub_pos.2 (hp1 i))) (hp i))) Finset.univ_nonempty
  have hpos : ∀ i, 0 < M i := fun i => by
    rw [hM i]
    exact mul_pos (div_pos hC hS)
      (Real.sqrt_pos.2 (div_pos (sub_pos.2 (hp1 i)) (mul_pos (hc i) (hp i))))
  have hi : ∀ i, c i * M i = C / (∑ j, weight (c j) (p j)) * weight (c i) (p i) := fun i => by
    rw [hM i, ← cost_mul_density (hc i) (hp i)]
    ring
  have hcost : cost c M = C := by
    rw [cost, Finset.sum_congr rfl (fun i _ => hi i), ← Finset.mul_sum]
    exact div_mul_cancel₀ C hS.ne'
  exact ⟨hpos, hcost, (variance_bound hp hp1 hc hpos hcost).2.2 ⟨_, div_pos hC hS, hM⟩⟩
```

The bound would be of less use if no allocation reached it. For probabilities strictly between 0 and 1 and positive costs per trial, this theorem takes any budget $C>0$ and the explicit choice
$$M_i=\frac{C}{S}\,d_i ,$$
which enters as the hypothesis `hM`. It concludes that these $M_i$ are positive, that they cost $C$ in total, and that their variance is $S^2/C$. By hand, $c_iM_i=(C/S)\,w_i$, and summing over $i$ gives $(C/S)\,S=C$. The variance then follows from the equality condition of the previous theorem with $k=C/S$, and the last line of the proof applies exactly that.

## Which crossing probabilities are best

```lean
/-- With `m` trials at every interface and a fixed product of the crossing probabilities, the
leading-order relative variance is smallest exactly when all probabilities are equal. -/
theorem equal_probabilities_optimal {p : ι → ℝ} {q m : ℝ} (hp : ∀ i, 0 < p i) (hq : 0 < q)
    (hm : 0 < m) (hprod : ∏ i, p i = ∏ _i : ι, q) :
    relVar (fun _ : ι => q) (fun _ => m) ≤ relVar p (fun _ => m) ∧
      (relVar p (fun _ => m) = relVar (fun _ : ι => q) (fun _ => m) ↔ ∀ i, p i = q) := by
  have hl : Real.log (∏ i, p i) = ∑ i, Real.log (p i) := by
    rw [Real.log_prod]
    intro i _
    exact (hp i).ne'
  -- the fixed product makes the logarithms cancel
  have hlog : ∑ i, Real.log (q / p i) = 0 := by
    rw [Finset.sum_congr rfl (fun i _ => Real.log_div hq.ne' (hp i).ne'),
      Finset.sum_sub_distrib, ← hl, hprod, Finset.prod_const, Real.log_pow, Finset.sum_const,
      nsmul_eq_mul, sub_self]
  have hterm : ∀ i, (1 - p i) / (p i * m) = (1 - q) / (q * m)
      + (q / p i - 1 - Real.log (q / p i)) / (q * m) + Real.log (q / p i) / (q * m) := by
    intro i
    have h1 := hp i
    generalize Real.log (q / p i) = L
    field_simp
    ring
  have key : relVar p (fun _ => m) = relVar (fun _ : ι => q) (fun _ => m)
      + ∑ i, (q / p i - 1 - Real.log (q / p i)) / (q * m) := by
    simp only [relVar]
    rw [Finset.sum_congr rfl (fun i _ => hterm i), Finset.sum_add_distrib,
      Finset.sum_add_distrib, ← Finset.sum_div Finset.univ (fun i => Real.log (q / p i)),
      hlog, zero_div, add_zero]
  have hnn : ∀ i ∈ Finset.univ, 0 ≤ (q / p i - 1 - Real.log (q / p i)) / (q * m) :=
    fun i _ => div_nonneg
      (sub_nonneg.2 (Real.log_le_sub_one_of_pos (div_pos hq (hp i)))) (mul_pos hq hm).le
  refine ⟨by linarith [Finset.sum_nonneg hnn], fun h => ?_, fun h => ?_⟩
  · have h0 : ∑ i, (q / p i - 1 - Real.log (q / p i)) / (q * m) = 0 := by linarith
    intro i
    by_contra hne
    have hx : q / p i ≠ 1 := fun e => hne ((div_eq_one_iff_eq (hp i).ne').1 e).symm
    have hlt := Real.log_lt_sub_one_of_pos (div_pos hq (hp i)) hx
    have hi := (Finset.sum_eq_zero_iff_of_nonneg hnn).1 h0 i (Finset.mem_univ i)
    exact (div_pos (sub_pos.2 hlt) (mul_pos hq hm)).ne' hi
  · rw [funext h]
```

Here every interface gets the same number $m$ of trials, and the product of the $p_i$, the overall probability that the simulation is meant to estimate, is held fixed. The comparison is with a constant $q$ for which $\prod_i p_i=\prod_i q$; in Lean, `fun _ => m` is the function that takes the value $m$ at every interface. The theorem says that equal probabilities give the smaller or equal variance, and that the two variances agree only if every $p_i=q$.

Set $x_i=q/p_i$. The fixed product gives $\sum_i\log x_i=0$, which is `hlog`. For one interface,
$$\frac{1-p_i}{p_im}-\frac{1-q}{qm}=\frac1m\Big(\frac1{p_i}-\frac1q\Big)=\frac{x_i-1}{qm}.$$
Subtracting $\log x_i/(qm)$ from each term leaves the sum unchanged, so
$$V(p)-V(q)=\sum_i\frac{x_i-1-\log x_i}{qm}\ \ge 0 ,$$
because $\log x\le x-1$ for $x>0$. Equality in that inequality holds only at $x=1$, so equal variances force $p_i=q$ everywhere.

The steps `hterm` and `key` are the identities for one interface and for the sum. `Real.log_le_sub_one_of_pos` is the inequality for the logarithm, and its strict version settles the case of equality. The costs $c_i$ play no part here: the number of trials is equal at each interface, not the computer time.

```lean
/-- For two interfaces of unit cost, the probabilities `1/2, 49/50` have the same product as
`7/10, 7/10` but a smaller `minVar` at every budget `C > 0`. -/
theorem unequal_probabilities_better {C : ℝ} (hC : 0 < C) :
    (1 / 2 : ℝ) * (49 / 50) = 7 / 10 * (7 / 10) ∧
      minVar (fun _ : Fin 2 => 1) ![1 / 2, 49 / 50] C <
        minVar (fun _ : Fin 2 => 1) (fun _ => 7 / 10) C := by
  refine ⟨by norm_num, ?_⟩
  have w1 : weight 1 (1 / 2) = 1 := by
    rw [weight, show (1 * (1 - 1 / 2) / (1 / 2) : ℝ) = 1 ^ 2 by norm_num]
    exact Real.sqrt_sq (by norm_num)
  have w2 : weight 1 (49 / 50) = 1 / 7 := by
    rw [weight, show (1 * (1 - 49 / 50) / (49 / 50) : ℝ) = (1 / 7) ^ 2 by norm_num]
    exact Real.sqrt_sq (by norm_num)
  have w3 : 4 / 7 < weight 1 (7 / 10) := by
    rw [weight]
    apply Real.lt_sqrt_of_sq_lt
    norm_num
  rw [minVar, minVar, Fin.sum_univ_two, Fin.sum_univ_two]
  change (weight 1 (1 / 2) + weight 1 (49 / 50)) ^ 2 / C <
    (weight 1 (7 / 10) + weight 1 (7 / 10)) ^ 2 / C
  rw [w1, w2]
  exact div_lt_div_of_pos_right (by nlinarith) hC

end

end InterfaceSampling
```

Once the trials are allocated optimally, equal probabilities need not be best. Take two interfaces (`Fin 2`) of unit cost. The pairs $(1/2,\,49/50)$ and $(7/10,\,7/10)$ both have the product $0.49$. For the unequal pair the weights are
$$\sqrt{\frac{1/2}{1/2}}=1,\qquad \sqrt{\frac{1/50}{49/50}}=\frac17,$$
so the minimum variance is $(8/7)^2/C=64/(49C)\approx1.31/C$. For the equal pair each weight is $\sqrt{3/7}$, and the minimum is $4\cdot\frac37/C=12/(7C)\approx1.71/C$.

The proof computes the first two weights exactly as `w1` and `w2`. For the third it needs only $\sqrt{3/7}>4/7$, which is `w3` and holds because $21/49>16/49$. Two such weights then add up to more than $8/7$.

The example keeps the cost per trial at one for both placements. In a simulation, moving an interface usually changes the length of the trajectories and so the $c_i$ as well.

```lean
#print axioms InterfaceSampling.optimal_allocation
#print axioms InterfaceSampling.equal_probabilities_optimal
#print axioms InterfaceSampling.unequal_probabilities_better
```

```
'InterfaceSampling.optimal_allocation' depends on axioms: [propext, Classical.choice, Quot.sound]
'InterfaceSampling.equal_probabilities_optimal' depends on axioms: [propext, Classical.choice, Quot.sound]
'InterfaceSampling.unequal_probabilities_better' depends on axioms: [propext, Classical.choice, Quot.sound]
```
